# An ideal Fermi gas with a power-law density of states has pressure above $nT$

Let $e>0$ be the energy of a single-particle level, $T>0$ the temperature in energy units (so $k_B=1$), and $\mu$ the chemical potential, which may have either sign. Because $e$ is an energy here, the exponential function is always written $\exp$. The density of states per unit volume is $A\,e^{s-1}$ with $s>0$. Non-relativistic particles have $s=3/2$ in three dimensions and $s=1$ in two; massless particles in three dimensions have $s=3$. The constant $A$ holds the spin degeneracy, the factors of $\hbar$, and those of the mass or, for massless particles, of their speed. It multiplies density and pressure alike, so it is set to 1.

With $z(e)=\exp((\mu-e)/T)$, the density and pressure are

$$n=\int_0^\infty e^{s-1}\,\frac{1}{\exp((e-\mu)/T)+1}\,de,\qquad P=\int_0^\infty e^{s-1}\,T\ln(1+z(e))\,de .$$

For this non-interacting gas, both integrals converge and $nT<P<(1+\exp(\mu/T))\,nT$.

## Levels, occupations and pressure in Lean

```lean
import Mathlib

open MeasureTheory Set

namespace IdealGasPressure

noncomputable section
```

The first line loads Mathlib, Lean's mathematical library. The `open` line allows short names for integrals and sets, and the namespace puts a common prefix on everything defined below.

```lean
/-- Sum over single-particle levels `e > 0` with density of states `e^(s-1)`. -/
def levelSum (s : ℝ) (F : ℝ → ℝ) : ℝ := ∫ e in Ioi (0 : ℝ), e ^ (s - 1) * F e
```

For an exponent $s$ and any function $F$ of the level energy, `levelSum s F` is $\int_0^\infty e^{s-1}F(e)\,de$. The set `Ioi 0` is the open half-line $e>0$. In Lean, `F e` means $F(e)$, and `ℝ → ℝ` is the type of real functions of a real variable.

```lean
/-- Convergence of the sum over levels with density of states `e^(s-1)`. -/
def LevelSummable (s : ℝ) (F : ℝ → ℝ) : Prop :=
  IntegrableOn (fun e : ℝ => e ^ (s - 1) * F e) (Ioi 0)
```

`LevelSummable s F` is a proposition, not a number: it says that $e^{s-1}F(e)$ is integrable on the half-line. It is needed because Lean assigns the value 0 to an integral that fails to converge, so an inequality between two integrals is only meaningful alongside a proof that both converge.

```lean
/-- Boltzmann factor of a level at temperature `T` and chemical potential `mu`. -/
def boltzmann (T mu e : ℝ) : ℝ := Real.exp ((mu - e) / T)
```

This is $z(e)=\exp((\mu-e)/T)$, with $\mu$ spelled `mu`.

```lean
/-- Fermi-Dirac occupation of a level. -/
def fermiOcc (T mu e : ℝ) : ℝ := 1 / (Real.exp ((e - mu) / T) + 1)
```

This is the Fermi–Dirac occupation, written $f(e)$ below. The density $n$ is therefore `levelSum s (fermiOcc T mu)`. Leaving out the last argument `e` passes the whole function of energy to the integral.

```lean
/-- Contribution of a level to pressure times volume for an ideal Fermi gas. -/
def fermiPressure (T mu e : ℝ) : ℝ := T * Real.log (1 + boltzmann T mu e)
```

A fermionic level is either empty or singly occupied, so its grand partition function is $1+z$ and its grand potential is $-T\ln(1+z)$. For a large uniform system the grand potential is $-PV$, with $V$ the volume, so each level contributes $T\ln(1+z)$ to $PV$. The file takes this expression as the definition of the pressure contribution; the statistical mechanics behind it is assumed. The pressure $P$ is `levelSum s (fermiPressure T mu)`.

## Convergence from the Boltzmann factor

```lean
/-- The Boltzmann factor has a convergent sum over levels. -/
theorem boltzmann_summable {s T : ℝ} (hs : 0 < s) (hT : 0 < T) (mu : ℝ) :
    LevelSummable s (boltzmann T mu) := by
  have h : IntegrableOn (fun x : ℝ => x ^ (s - 1) * Real.exp (-(1 / T) * x ^ (1 : ℝ)))
      (Ioi 0) :=
    integrableOn_rpow_mul_exp_neg_mul_rpow (by linarith) (by norm_num) (by positivity)
  unfold LevelSummable IntegrableOn at *
  refine (h.const_mul (Real.exp (mu / T))).congr (ae_of_all _ fun e => ?_)
  have h1 : boltzmann T mu e = Real.exp (mu / T) * Real.exp (-(1 / T) * e) := by
    unfold boltzmann
    rw [← Real.exp_add]
    congr 1
    ring
  simp only [Real.rpow_one, h1]
  ring
```

In a theorem, the hypotheses stand before the colon and the conclusion after it. Here `hs` and `hT` name the assumptions $s>0$ and $T>0$, and the conclusion is that $e^{s-1}z(e)$ is integrable. By hand,

$$\int_0^\infty e^{s-1}\exp\!\Big(\frac{\mu-e}{T}\Big)de=\exp(\mu/T)\int_0^\infty e^{s-1}\exp(-e/T)\,de=\exp(\mu/T)\,\Gamma(s)\,T^s .$$

The condition $s>0$ controls the integrand near $e=0$, and $T>0$ controls it at large $e$. The Lean proof needs only convergence, not the value. It takes integrability of $x^{s-1}\exp(-x/T)$ from Mathlib, multiplies by the constant $\exp(\mu/T)$, and checks in `h1` that the exponential factorises as above.

```lean
/-- A nonnegative level quantity bounded by a multiple of the Boltzmann factor has a
convergent sum over levels. -/
theorem summable_of_le_boltzmann {s T mu C : ℝ} {F : ℝ → ℝ} (hs : 0 < s) (hT : 0 < T)
    (hF : Measurable F) (h0 : ∀ e, 0 < e → 0 ≤ F e)
    (hC : ∀ e, 0 < e → F e ≤ C * boltzmann T mu e) : LevelSummable s F := by
  have h := boltzmann_summable hs hT mu
  unfold LevelSummable IntegrableOn at *
  have hm : Measurable (fun e : ℝ => e ^ (s - 1) * F e) :=
    (measurable_id.pow_const (s - 1)).mul hF
  refine (h.const_mul C).mono' hm.aestronglyMeasurable
    ((ae_restrict_iff' measurableSet_Ioi).2 (ae_of_all _ fun e he => ?_))
  have he' : 0 < e := he
  have hp : 0 ≤ e ^ (s - 1) := Real.rpow_nonneg he'.le _
  rw [Real.norm_of_nonneg (mul_nonneg hp (h0 e he'))]
  calc e ^ (s - 1) * F e ≤ e ^ (s - 1) * (C * boltzmann T mu e) :=
        mul_le_mul_of_nonneg_left (hC e he') hp
    _ = C * (e ^ (s - 1) * boltzmann T mu e) := by ring
```

This is the comparison test. If $F$ is measurable and $0\le F(e)\le C\,z(e)$ for every $e>0$, then

$$0\le e^{s-1}F(e)\le C\,e^{s-1}z(e),$$

and the right-hand side is integrable by the previous theorem. The step `mono'` applies the domination argument, and the closing `calc` block writes out the inequality.

## From every level to the integral

```lean
/-- If `c` times `F` is strictly below `G` at every level, and the sums of `F` and `G` over levels
converge, then `c` times the sum of `F` is strictly below the sum of `G`. -/
theorem levelSum_lt {s c : ℝ} {F G : ℝ → ℝ} (hF : LevelSummable s F)
    (hG : LevelSummable s G) (h : ∀ e, 0 < e → c * F e < G e) :
    c * levelSum s F < levelSum s G := by
  unfold LevelSummable IntegrableOn at *
  have hcF := hF.const_mul c
  have hpos : ∀ e : ℝ, 0 < e → 0 < e ^ (s - 1) * G e - c * (e ^ (s - 1) * F e) := by
    intro e he
    have h1 := mul_pos (Real.rpow_pos_of_pos he (s - 1)) (sub_pos.2 (h e he))
    linarith
  have key : 0 < ∫ e in Ioi (0 : ℝ), (e ^ (s - 1) * G e - c * (e ^ (s - 1) * F e)) := by
    rw [setIntegral_pos_iff_support_of_nonneg_ae
      ((ae_restrict_iff' measurableSet_Ioi).2 (ae_of_all _ fun e he => (hpos e he).le))
      (hG.sub hcF)]
    -- the difference is nonzero on the whole half-line
    have hsub : Ioi (0 : ℝ) ⊆ Function.support
        (fun e : ℝ => e ^ (s - 1) * G e - c * (e ^ (s - 1) * F e)) := by
      intro e he
      exact Function.mem_support.2 (hpos e he).ne'
    rw [inter_eq_self_of_subset_right hsub, Real.volume_Ioi]
    exact ENNReal.zero_lt_top
  rw [integral_sub hG hcF, integral_const_mul] at key
  unfold levelSum
  linarith
```

Suppose that $cF(e)<G(e)$ at every $e>0$, where $c$ is any real constant, and that both integrals converge. The theorem concludes that

$$c\int_0^\infty e^{s-1}F(e)\,de<\int_0^\infty e^{s-1}G(e)\,de .$$

Integrating a strict inequality gives $\le$ at once; strictness needs an argument. The difference

$$D(e)=e^{s-1}G(e)-c\,e^{s-1}F(e)=e^{s-1}\big(G(e)-cF(e)\big)$$

is positive for all $e>0$, which is `hpos`. A nonnegative integrable function has a positive integral exactly when it is nonzero on a set of positive measure. Here that set is the whole half-line, whose length is infinite. This gives `key`, the statement $\int_0^\infty D\,de>0$, and linearity of the integral then splits it into the two terms.

## The pressure lies above $nT$

```lean
/-- The Fermi occupation in terms of the Boltzmann factor `z` is `z / (1 + z)`. -/
theorem fermiOcc_eq (T mu e : ℝ) :
    fermiOcc T mu e = boltzmann T mu e / (1 + boltzmann T mu e) := by
  have hz : 0 < boltzmann T mu e := Real.exp_pos _
  have h : Real.exp ((e - mu) / T) = (boltzmann T mu e)⁻¹ := by
    unfold boltzmann
    rw [← Real.exp_neg]
    congr 1
    ring
  have h1 := mul_inv_cancel₀ hz.ne'
  unfold fermiOcc
  rw [h, div_eq_div_iff (by positivity) (by positivity)]
  linear_combination -h1
```

The occupation is rewritten in terms of $z$. Since $\exp((e-\mu)/T)=1/z$,

$$f=\frac{1}{1/z+1}=\frac{z}{1+z}.$$

The proof establishes $\exp((e-\mu)/T)=1/z$ as `h`, cross-multiplies the fractions, and finishes with $z\cdot z^{-1}=1$.

```lean
/-- An ideal Fermi gas has finite density and pressure, and its pressure strictly exceeds
the classical value `n T`. -/
theorem fermi_pressure_gt_classical {s T : ℝ} (hs : 0 < s) (hT : 0 < T) (mu : ℝ) :
    LevelSummable s (fermiOcc T mu) ∧ LevelSummable s (fermiPressure T mu) ∧
      T * levelSum s (fermiOcc T mu) < levelSum s (fermiPressure T mu) := by
  have hz : ∀ e, 0 < boltzmann T mu e := fun e => Real.exp_pos _
  have m1 : Measurable (fun e => fermiOcc T mu e) := by unfold fermiOcc; fun_prop
  have m2 : Measurable (fun e => fermiPressure T mu e) := by
    unfold fermiPressure boltzmann; fun_prop
  have i1 : LevelSummable s (fermiOcc T mu) := by
    refine summable_of_le_boltzmann (mu := mu) (C := 1) hs hT m1 (fun e _ => ?_) (fun e _ => ?_)
    · unfold fermiOcc; positivity
    · rw [fermiOcc_eq, one_mul]
      exact div_le_self (hz e).le (by linarith [hz e])
  have i2 : LevelSummable s (fermiPressure T mu) := by
    refine summable_of_le_boltzmann (mu := mu) (C := T) hs hT m2 (fun e _ => ?_) (fun e _ => ?_)
    · exact mul_nonneg hT.le (Real.log_nonneg (by linarith [hz e]))
    · have h := Real.log_le_sub_one_of_pos (show 0 < 1 + boltzmann T mu e by linarith [hz e])
      exact mul_le_mul_of_nonneg_left (by linarith) hT.le
  refine ⟨i1, i2, levelSum_lt i1 i2 fun e _ => mul_lt_mul_of_pos_left ?_ hT⟩
  -- level by level: z / (1 + z) < ln (1 + z)
  have hp : 0 < 1 + boltzmann T mu e := by linarith [hz e]
  have h := Real.log_lt_sub_one_of_pos (inv_pos.2 hp)
    (fun h => by linarith [hz e, inv_eq_one.1 h])
  rw [Real.log_inv] at h
  have h2 : fermiOcc T mu e = 1 - (1 + boltzmann T mu e)⁻¹ := by
    rw [fermiOcc_eq, div_eq_mul_inv]
    linear_combination mul_inv_cancel₀ hp.ne'
  linarith
```

The theorem is for the power-law density of states $e^{s-1}$, with $s>0$, $T>0$ and any real $\mu$. Its conclusion has three parts joined by `∧`, which means "and": the density integral converges, the pressure integral converges, and $T n<P$. The density on the left is that of the Fermi gas itself, so the comparison is with a classical ideal gas at the same density and temperature.

The derivation by hand rests on one elementary fact: $\ln x\le x-1$ for $x>0$, with strict inequality when $x\neq1$.

*Convergence.* Since $z>0$,

$$0\le f=\frac{z}{1+z}\le z,\qquad 0\le T\ln(1+z)\le Tz,$$

where the last bound is the logarithm inequality at $x=1+z$. The comparison test applies with $C=1$ for the density and $C=T$ for the pressure. These are `i1` and `i2`; the lines `m1` and `m2` supply measurability.

*Inequality at one level.* Put $x=1/(1+z)$, which is positive and different from 1. Then

$$-\ln(1+z)<\frac{1}{1+z}-1=-\frac{z}{1+z},$$

and changing signs gives $f<\ln(1+z)$. Multiplying by $T>0$,

$$T f(e)<T\ln(1+z(e))\qquad\text{for every } e>0 .$$

*Integration.* The theorem `levelSum_lt` with $c=T$ turns this into $Tn<P$.

In Lean the last two steps appear in reverse order. The `refine` line invokes `levelSum_lt` and leaves the one-level inequality as a remaining goal, marked `?_`. The lines after the comment prove it: `h` is the logarithm inequality at $(1+z)^{-1}$, `h2` is $f=1-(1+z)^{-1}$, and `linarith`, which closes goals that follow by linear arithmetic, combines them.

## How far above: a bound by the fugacity

```lean
/-- The pressure of an ideal Fermi gas is below `n T` times one plus the fugacity
`exp (mu / T)`. -/
theorem fermi_pressure_lt {s T : ℝ} (hs : 0 < s) (hT : 0 < T) (mu : ℝ) :
    levelSum s (fermiPressure T mu) <
      (1 + Real.exp (mu / T)) * (T * levelSum s (fermiOcc T mu)) := by
  obtain ⟨i1, i2, -⟩ := fermi_pressure_gt_classical hs hT mu
  have key := levelSum_lt (c := -((1 + Real.exp (mu / T)) * T)) i1
    (G := fun e => -fermiPressure T mu e) (by
      unfold LevelSummable IntegrableOn at *
      simpa only [mul_neg] using i2.fun_neg) (fun e he => by
      have hz : 0 < boltzmann T mu e := Real.exp_pos _
      have hle : boltzmann T mu e ≤ Real.exp (mu / T) :=
        Real.exp_le_exp.2 (div_le_div_of_nonneg_right (by linarith) hT.le)
      have hf : 0 < fermiOcc T mu e := by unfold fermiOcc; positivity
      have hzf : fermiOcc T mu e * (1 + boltzmann T mu e) = boltzmann T mu e := by
        rw [fermiOcc_eq]; exact div_mul_cancel₀ _ (by positivity)
      have hl := Real.log_lt_sub_one_of_pos
        (show 0 < 1 + boltzmann T mu e by linarith) (by linarith : (1 : ℝ) < 1 + boltzmann T mu e).ne'
      have h1 := mul_le_mul_of_nonneg_left hle hf.le
      have h2 : Real.log (1 + boltzmann T mu e) <
          (1 + Real.exp (mu / T)) * fermiOcc T mu e := by linarith
      have h3 := mul_lt_mul_of_pos_left h2 hT
      unfold fermiPressure
      linarith)
  have e1 : levelSum s (fun e => -fermiPressure T mu e) = -levelSum s (fermiPressure T mu) := by
    simp only [levelSum, mul_neg, integral_neg]
  rw [e1] at key
  linarith

end

end IdealGasPressure
```

With the fugacity $\zeta=\exp(\mu/T)$, this theorem states $P<(1+\zeta)\,nT$. By hand, the strict logarithm inequality at $x=1+z$ gives $\ln(1+z)<z$, and $z=f\,(1+z)$ by the formula for $f$. For $e>0$ the Boltzmann factor satisfies $z(e)\le\exp(\mu/T)=\zeta$. Hence

$$\ln(1+z)<z=f\,(1+z)\le(1+\zeta)f .$$

Multiplying by $T$ and integrating gives the result.

The names in the code follow these steps: `hle` is $z\le\zeta$, `hzf` is $f(1+z)=z$, `hl` is $\ln(1+z)<z$, and `h2` is their combination. Since `levelSum_lt` places its constant on the smaller side, the proof applies it to the negated inequality

$$-(1+\zeta)T f<-T\ln(1+z).$$

The step `e1` moves the minus sign out of the integral, and the final `linarith` restores the original direction.

The two bounds together imply $n>0$, and dividing by $nT$ gives

$$1<\frac{P}{nT}<1+\zeta .$$

The relative excess over the classical pressure is thus smaller than the fugacity, and it vanishes in the dilute limit $\mu/T\to-\infty$. For a degenerate gas $\zeta$ is large and the upper bound says little.

## Scope, and pressure defined through the energy

In finite-temperature calculations for the uniform electron gas, these bounds can serve as a check on the ideal, non-interacting part of the pressure, with $\mu$ the chemical potential of the non-interacting gas at the same density; they say nothing about the exchange and correlation contributions. The levels form a continuum with a pure power-law density of states, so band structure and the discrete levels of a finite box are not covered. The temperature is strictly positive, which leaves out the ground state.

The pressure could also have been modelled through the energy density, as

$$P=\frac1s\int_0^\infty e^{s}f(e)\,de ,$$

which for $s=3/2$ is the familiar two thirds of the energy density. The two expressions agree by integration by parts, because $\frac{d}{de}\,T\ln(1+z)=-f$ and the boundary terms vanish for $s>0$. With that definition the main inequality would say that the mean energy per particle exceeds $sT$. The proof would change as well: the integrands to compare would be $(e/s)f$ and $Tf$, and the first is the smaller one whenever $e<sT$. A level-by-level comparison would then fail, and an argument about the whole integral would be needed; proving the integration by parts first is one way to supply it. The logarithmic form used here makes the inequality hold at each level separately.

```lean
#print axioms IdealGasPressure.fermi_pressure_gt_classical
-- 'IdealGasPressure.fermi_pressure_gt_classical' depends on axioms: [propext, Classical.choice, Quot.sound]
#print axioms IdealGasPressure.fermi_pressure_lt
-- 'IdealGasPressure.fermi_pressure_lt' depends on axioms: [propext, Classical.choice, Quot.sound]
```
